# For a continuous matrix generator whose values at all times commute, the exponential of its integral solves U′ = AU

Q: A two-level atom is driven on resonance by a laser pulse. The strength of the pulse rises and falls, but its phase stays fixed. The general propagator for a time-dependent Hamiltonian carries a time-ordering symbol, yet here I integrate the pulse envelope and take one exponential. What allows that, and does the formal version say the same thing?

A: What allows it is that, in the usual approximate model of such a pulse (given below), the Hamiltonians at different times commute. Write the Schrödinger equation as $U' = AU$ with $A(t) = -iH(t)/\hbar$, and suppose that $A$ is continuous and $A(s)A(r) = A(r)A(s)$ for all $s, r$. Define

$$\Omega_s(t) = \int_s^t A(r)\,dr, \qquad U_s(t) = e^{\Omega_s(t)},$$

with the initial time as the subscript. The claim is that $U_s'(t) = A(t)U_s(t)$ and $U_s(s) = 1$. The definitions in Lean read the same way, with the initial time as the first time argument.

```lean
import Mathlib

open scoped Matrix.Norms.Operator

namespace CommutingGenerators

noncomputable section

variable {n : Type*} [Fintype n] [DecidableEq n]

/-- The generator integrated from time `s` to time `t`. -/
def integratedGenerator (A : ℝ → Matrix n n ℂ) (s t : ℝ) : Matrix n n ℂ :=
  ∫ r in s..t, A r

/-- The exponential of the integrated generator, without time ordering. -/
def propagator (A : ℝ → Matrix n n ℂ) (s t : ℝ) : Matrix n n ℂ :=
  NormedSpace.exp (integratedGenerator A s t)
```

The index type `n` labels a finite set of levels. The integral is oriented, so $t < s$ is allowed and describes backward evolution. Nothing requires $A$ to be anti-Hermitian, so the statements also apply to effective Hamiltonians with loss, and they don't mention unitarity.

Q: Why not just differentiate the exponential by the chain rule?

A: Because already $(\Omega^2)' = \Omega'\Omega + \Omega\Omega'$, and this is $2\Omega'\Omega$ only if $\Omega' = A(t)$ commutes with $\Omega$. We know that $A$ commutes with itself at different times, so we first carry this over to the integral. If $B$ commutes with every $A(r)$, then

$$B\int_s^t A(r)\,dr = \int_s^t BA(r)\,dr = \int_s^t A(r)B\,dr = \left(\int_s^t A(r)\,dr\right)B.$$

```lean
/-- A matrix that commutes with a continuous generator at all times commutes with its
integral. -/
theorem commute_integratedGenerator {A : ℝ → Matrix n n ℂ} (hA : Continuous A)
    {B : Matrix n n ℂ} (hB : ∀ r, B * A r = A r * B) (s t : ℝ) :
    Commute B (integratedGenerator A s t) := by
  have hi := hA.intervalIntegrable (μ := MeasureTheory.volume) s t
  -- left and right multiplication by `B` pass through the integral
  have hl := (ContinuousLinearMap.mul ℝ (Matrix n n ℂ) B).intervalIntegral_comp_comm hi
  have hr := ((ContinuousLinearMap.mul ℝ (Matrix n n ℂ)).flip B).intervalIntegral_comp_comm hi
  have hmid : (∫ r in s..t, B * A r) = ∫ r in s..t, A r * B :=
    intervalIntegral.integral_congr fun r _ => hB r
  change B * (∫ r in s..t, A r) = (∫ r in s..t, A r) * B
  exact hl.symm.trans (hmid.trans hr)
```

In the proof, `hl` and `hr` move left and right multiplication by `B` through the integral, and `hmid` is the middle equality.

Q: And then?

A: Take $B = A(q)$: each $A(q)$ commutes with $\Omega_r(t)$. Now take $B = \Omega_r(t)$: it commutes with $\Omega_s(r)$. Since $\Omega_s(t) = \Omega_r(t) + \Omega_s(r)$ and the two terms commute, the exponential factorises:

$$U_s(t) = U_r(t)\,U_s(r).$$

```lean
/-- For a continuous generator that commutes with itself at different times, evolution from
`s` to `t` is evolution from `s` to `r` followed by evolution from `r` to `t`. -/
theorem propagator_comp {A : ℝ → Matrix n n ℂ} (hA : Continuous A)
    (hc : ∀ s r, A s * A r = A r * A s) (s r t : ℝ) :
    propagator A s t = propagator A r t * propagator A s r := by
  have hsum : integratedGenerator A s t =
      integratedGenerator A r t + integratedGenerator A s r := by
    rw [add_comm]
    exact (intervalIntegral.integral_add_adjacent_intervals
      (hA.intervalIntegrable s r) (hA.intervalIntegrable r t)).symm
  have hcomm : Commute (integratedGenerator A r t) (integratedGenerator A s r) :=
    commute_integratedGenerator hA
      (fun q => (commute_integratedGenerator hA (hc q) r t).symm.eq) s r
  unfold propagator
  rw [hsum]
  exact Matrix.exp_add_of_commute _ _ hcomm
```

The nested use of `commute_integratedGenerator` in `hcomm` is this two-stage argument, and `Matrix.exp_add_of_commute` splits the exponential.

Q: That is a composition law. Where does the differential equation come from?

A: From splitting at the very time where you want the derivative. For $u$ near a fixed $t$, write $U_s(u) = U_t(u)\,U_s(t)$. The second factor doesn't depend on $u$. In the first, $\Omega_t(t) = 0$ and $\Omega_t'(t) = A(t)$, and near zero $e^{\Omega} = 1 + \Omega + O(\Omega^2)$. Hence $U_t$ has derivative $A(t)$ at $t$, and

$$U_s'(t) = A(t)\,U_s(t).$$

The initial condition is $e^0 = 1$.

```lean
/-- For a continuous generator that commutes with itself at different times, the exponential
of its integral solves `U' = A U` and equals the identity at the initial time. -/
theorem propagator_solves {A : ℝ → Matrix n n ℂ} (hA : Continuous A)
    (hc : ∀ s r, A s * A r = A r * A s) (s : ℝ) :
    (∀ t, HasDerivAt (propagator A s) (A t * propagator A s t) t) ∧
      propagator A s s = 1 := by
  refine ⟨fun t => ?_, ?_⟩
  · have hΩ : HasDerivAt (integratedGenerator A t) (A t) t :=
      (hA.integral_hasStrictDerivAt t t).hasDerivAt
    -- the exponential has derivative one at zero
    have h0 : HasFDerivAt (NormedSpace.exp : Matrix n n ℂ → Matrix n n ℂ)
        (1 : Matrix n n ℂ →L[ℝ] Matrix n n ℂ) (integratedGenerator A t t) := by
      rw [integratedGenerator, intervalIntegral.integral_same]
      exact hasFDerivAt_exp_zero
    have h1 : HasDerivAt (propagator A t) (A t) t := h0.comp_hasDerivAt t hΩ
    -- split the evolution at time `t`
    exact (h1.mul_const (propagator A s t)).congr_of_eventuallyEq
      (Filter.Eventually.of_forall fun u => propagator_comp hA hc s t u)
  · rw [propagator, integratedGenerator, intervalIntegral.integral_same]
    exact NormedSpace.exp_zero
```

In words: for every initial time `s`, the propagator is differentiable at every `t` with derivative `A t * propagator A s t`, and it is the identity at `t = s`. In the proof, `hΩ` is the fundamental theorem of calculus, `h0` is the derivative of the exponential at zero, and `h1` combines them.

Q: Here is my doubt. The claim is that no time ordering is needed, but I see no time-ordered exponential in these definitions. How can the statement be about one?

A: Through the equation it is meant to solve. The time-ordered exponential is the solution of $U' = AU$ that starts from the identity, so what you need is that there is only one such solution. Let $V' = AV$ and put $Q(u) = e^{-\Omega_s(u)}$. The generator $-A$ also commutes with itself, so $Q' = -AQ$, and $A(u)$ commutes with $Q(u)$. Then

$$(QV)' = -AQV + QAV = 0.$$

So $Q(t)V(t) = Q(s)V(s) = V(s)$. Multiplying by $U_s(t)$, the inverse of $Q(t)$, gives $V(t) = U_s(t)V(s)$.

```lean
/-- For a continuous generator that commutes with itself at different times, every matrix
solution of `V' = A V` is the propagator applied to its initial value. -/
theorem solution_unique {A V : ℝ → Matrix n n ℂ} (hA : Continuous A)
    (hc : ∀ s r, A s * A r = A r * A s) (hV : ∀ t, HasDerivAt V (A t * V t) t) (s t : ℝ) :
    V t = propagator A s t * V s := by
  have hn : Continuous (fun r => -A r) := hA.neg
  have hcn : ∀ q r, -A q * -A r = -A r * -A q := fun q r => by
    rw [neg_mul_neg, neg_mul_neg, hc]
  obtain ⟨hQ, hQs⟩ := propagator_solves hn hcn s
  -- undoing the evolution leaves a constant
  have hW : ∀ u, HasDerivAt (fun u => propagator (fun r => -A r) s u * V u) 0 u := by
    intro u
    have hcomm : A u * propagator (fun r => -A r) s u =
        propagator (fun r => -A r) s u * A u :=
      (commute_integratedGenerator hn
        (fun r => by rw [mul_neg, neg_mul, hc]) s u).exp_right.eq
    refine ((hQ u).fun_mul (hV u)).congr_deriv ?_
    rw [← mul_assoc, ← hcomm]
    noncomm_ring
  have hconst := is_const_of_deriv_eq_zero (fun u => (hW u).differentiableAt)
    (fun u => (hW u).deriv) t s
  have hinv : propagator A s t * propagator (fun r => -A r) s t = 1 := by
    have hneg : integratedGenerator (fun r => -A r) s t = -integratedGenerator A s t :=
      intervalIntegral.integral_neg
    unfold propagator
    rw [hneg, ← Matrix.exp_add_of_commute (integratedGenerator A s t)
      (-integratedGenerator A s t) (Commute.refl (integratedGenerator A s t)).neg_right,
      add_neg_cancel]
    exact NormedSpace.exp_zero
  simp only [hQs, one_mul] at hconst
  rw [← hconst, ← mul_assoc, hinv, one_mul]
```

Here `hW` is the vanishing derivative, `hconst` turns it into a constant, and `hinv` says that the two exponentials are inverse to each other.

Q: Does my pulse satisfy the hypotheses? Commuting at all times sounds restrictive.

A: It is restrictive, but your pulse satisfies it in the rotating frame, within the rotating-wave approximation, which drops the terms that oscillate at about twice the laser frequency. With those terms kept, the Hamiltonians at different times generally don't commute. In the approximate model take $H(t) = \hbar\,(a(t)\,1 + b(t)\,\sigma_x)$, where $a$ is a common shift of both levels and $b$ is half the Rabi frequency. Both amplitudes may vary independently, because $1$ and $\sigma_x$ commute.

```lean
/-- The generator `-i (a(t) 1 + b(t) σx)` of a two-level system. -/
def drivenQubit (a b : ℝ → ℝ) (t : ℝ) : Matrix (Fin 2) (Fin 2) ℂ :=
  a t • !![-Complex.I, 0; 0, -Complex.I] + b t • !![0, -Complex.I; -Complex.I, 0]

/-- With continuous amplitudes `a` and `b`, the two-level generator is continuous and
commutes with itself at different times. -/
theorem drivenQubit_witness {a b : ℝ → ℝ} (ha : Continuous a) (hb : Continuous b) :
    Continuous (drivenQubit a b) ∧
      ∀ s r, drivenQubit a b s * drivenQubit a b r =
        drivenQubit a b r * drivenQubit a b s := by
  refine ⟨(ha.smul continuous_const).add (hb.smul continuous_const), fun s r => ?_⟩
  ext i j
  fin_cases i <;> fin_cases j <;>
    simp [drivenQubit, Matrix.mul_apply, Fin.sum_univ_two] <;> ring
```

The proof compares the two products entry by entry. Continuity is required on the whole time axis, so a pulse that switches on abruptly doesn't meet the hypothesis as stated, while one that rises continuously from zero and falls continuously back to zero does. If you add a constant nonzero detuning, a $\sigma_z$ term, while $b$ varies, the generators no longer commute and the theorem doesn't apply.

Q: What does the calculation look like with numbers in it?

A: Take $a = 0$ and $b(t) = b_0\sin^2(\pi t/T)$ for $0 \le t \le T$, zero elsewhere. The integrated generator is $-i\beta\sigma_x$ with $\beta = \int_0^T b(t)\,dt = b_0T/2$. Since $\sigma_x^2 = 1$,

$$U_0(T) = \cos\beta\;1 - i\sin\beta\;\sigma_x.$$

An atom that starts in one level is found in the other with probability $\sin^2\beta$, and $b_0 = \pi/T$ gives complete transfer. For this resonant two-level model with fixed phase, only the area of the pulse matters, and one exponential replaces a product over short time steps.

Q: Perhaps the commutation hypothesis is only a convenience, and a smooth enough generator would do without it.

A: Smoothness isn't enough: even for a generator that is a first-degree polynomial in time, the single exponential can fail. The example needs an exponential in closed form. If $N^3 = 0$, the polynomial $V(u) = 1 + uN + \tfrac{u^2}{2}N^2$ satisfies

$$V'(u) = N + uN^2 = N\,V(u),$$

because the cubic term vanishes. By uniqueness for the constant generator $N$, $V(1) = e^N V(0) = e^N$, so $e^N = 1 + N + \tfrac12 N^2$.

```lean
/-- The function `u² / 2` has derivative `u`. -/
theorem hasDerivAt_half_sq (u : ℝ) : HasDerivAt (fun u : ℝ => u ^ 2 / 2) u u :=
  ((hasDerivAt_pow 2 u).div_const 2).congr_deriv (by norm_num)

/-- The exponential of a matrix with vanishing cube stops at second order. -/
theorem exp_of_cube_zero {N : Matrix n n ℂ} (hN : N * (N * N) = 0) :
    NormedSpace.exp N = 1 + N + (1 / 2 : ℝ) • (N * N) := by
  -- the quadratic polynomial solves the equation with constant generator `N`
  have hV : ∀ u : ℝ, HasDerivAt (fun u : ℝ => 1 + u • N + (u ^ 2 / 2) • (N * N))
      (N * (1 + u • N + (u ^ 2 / 2) • (N * N))) u := by
    intro u
    refine ((((hasDerivAt_id' u).smul_const N).const_add 1).fun_add
      ((hasDerivAt_half_sq u).smul_const (N * N))).congr_deriv ?_
    simp only [mul_add, mul_one, mul_smul_comm, hN, smul_zero, add_zero, one_smul]
  have h := solution_unique (A := fun _ => N) continuous_const (fun _ _ => rfl) hV 0 1
  simpa [propagator, integratedGenerator] using h.symm
```

Now take three levels. Let $X$ move amplitude from the second level to the first, and $Y$ from the third to the second.

```lean
/-- The matrix that moves amplitude from the second level to the first. -/
def hopX : Matrix (Fin 3) (Fin 3) ℂ := !![0, 1, 0; 0, 0, 0; 0, 0, 0]

/-- The matrix that moves amplitude from the third level to the second. -/
def hopY : Matrix (Fin 3) (Fin 3) ℂ := !![0, 0, 0; 0, 0, 1; 0, 0, 0]
```

The product $XY$ takes the third level to the first, while $YX = X^2 = Y^2 = 0$. For $A(t) = X + tY$,

$$\Omega_0(t) = tX + \tfrac{t^2}{2}Y, \qquad \Omega_0(t)^2 = \tfrac{t^3}{2}XY, \qquad \Omega_0(t)^3 = 0,$$

and therefore

$$U_0(t) = 1 + tX + \tfrac{t^2}{2}Y + \tfrac{t^3}{4}XY.$$

The two sides of the evolution equation are

$$U_0'(t) = X + tY + \tfrac{3t^2}{4}XY, \qquad A(t)U_0(t) = X + tY + \tfrac{t^2}{2}XY.$$

They differ by $\tfrac{t^2}{4}XY$, which is nonzero for every $t \neq 0$.

```lean
/-- For the three-level generator `X + t Y`, built from the two hopping matrices, the
exponential of the integral from zero violates `U' = A U` at every time `t ≠ 0`. -/
theorem ordering_needed {t : ℝ} (ht : t ≠ 0) :
    ¬ HasDerivAt (propagator (fun r : ℝ => hopX + r • hopY) 0)
      ((hopX + t • hopY) * propagator (fun r : ℝ => hopX + r • hopY) 0 t) t := by
  have hXX : hopX * hopX = 0 := by
    ext i j
    fin_cases i <;> fin_cases j <;> simp [hopX, Matrix.mul_apply, Fin.sum_univ_succ]
  have hYY : hopY * hopY = 0 := by
    ext i j
    fin_cases i <;> fin_cases j <;> simp [hopY, Matrix.mul_apply, Fin.sum_univ_succ]
  have hYX : hopY * hopX = 0 := by
    ext i j
    fin_cases i <;> fin_cases j <;> simp [hopX, hopY, Matrix.mul_apply, Fin.sum_univ_succ]
  have hXY : hopX * hopY ≠ 0 := fun h => by
    have h02 := congrFun (congrFun h 0) 2
    simp [hopX, hopY, Matrix.mul_apply, Fin.sum_univ_succ] at h02
  have hd : ∀ u : ℝ, HasDerivAt (fun u : ℝ => u • hopX + (u ^ 2 / 2) • hopY)
      (hopX + u • hopY) u := fun u =>
    (((hasDerivAt_id' u).smul_const hopX).fun_add
      ((hasDerivAt_half_sq u).smul_const hopY)).congr_deriv (by rw [one_smul])
  have hcont : Continuous (fun r : ℝ => hopX + r • hopY) :=
    continuous_const.add (continuous_id.smul continuous_const)
  -- the exponential of the integral is a cubic polynomial in time
  have hP : ∀ u : ℝ, propagator (fun r : ℝ => hopX + r • hopY) 0 u =
      u • hopX + (u ^ 2 / 2) • hopY + (u ^ 3 / 4) • (hopX * hopY) + 1 := by
    intro u
    have hΩ : integratedGenerator (fun r : ℝ => hopX + r • hopY) 0 u =
        u • hopX + (u ^ 2 / 2) • hopY := by
      unfold integratedGenerator
      rw [intervalIntegral.integral_eq_sub_of_hasDerivAt (fun x _ => hd x)
        (hcont.intervalIntegrable 0 u)]
      simp
    have hsq : (u • hopX + (u ^ 2 / 2) • hopY) * (u • hopX + (u ^ 2 / 2) • hopY) =
        (u ^ 3 / 2) • (hopX * hopY) := by
      simp only [add_mul, mul_add, smul_mul_assoc, mul_smul_comm, hXX, hYY, hYX,
        smul_zero, add_zero, zero_add]
      module
    rw [propagator, hΩ, exp_of_cube_zero, hsq]
    · module
    · rw [hsq]
      simp only [add_mul, smul_mul_assoc, mul_smul_comm, ← mul_assoc, hXX, hYX,
        zero_mul, smul_zero, add_zero]
  intro h
  have hcube : HasDerivAt (fun u : ℝ => u ^ 3 / 4) (3 * t ^ 2 / 4) t :=
    ((hasDerivAt_pow 3 t).div_const 4).congr_deriv (by norm_num)
  have hpoly := (((hd t).fun_add (hcube.smul_const (hopX * hopY))).add_const
    1).congr_of_eventuallyEq (Filter.Eventually.of_forall hP)
  have heq := h.unique hpoly
  rw [hP t] at heq
  simp only [add_mul, mul_add, mul_one, smul_mul_assoc, mul_smul_comm, ← mul_assoc,
    hXX, hYY, hYX, zero_mul, smul_zero, add_zero, zero_add] at heq
  -- the two sides differ in the coefficient of `X Y`
  have hzero : (t ^ 2 / 4) • (hopX * hopY) = 0 := by
    linear_combination (norm := module) -heq
  rcases smul_eq_zero.mp hzero with h1 | h1
  · exact ht (by nlinarith [sq_pos_of_ne_zero ht])
  · exact hXY h1

end

end CommutingGenerators
```

In the proof, `hP` is the cubic polynomial for $U_0$. Assuming the evolution equation, `h.unique hpoly` equates the two derivatives at `t`, and `hzero` isolates the difference. Since $XY \neq 0$, that would force $t = 0$.

Q: That generator isn't anti-Hermitian, so it isn't the Hamiltonian of a closed system.

A: Right, and it isn't a model of loss either, because the source level isn't depleted and the norm of a state can grow. It is a mathematical example, chosen because the exponential of its integral is a polynomial. It shows what a single exponential gets wrong: the route from the third level to the first needs $Y$ to act before $X$, and the exponential of the integral has forgotten when each was strong. Solving the equation directly gives $t^3/6$ for the coefficient of $XY$, where the single exponential has $t^3/4$.

```lean
#print axioms CommutingGenerators.commute_integratedGenerator
#print axioms CommutingGenerators.ordering_needed
```

```
'CommutingGenerators.commute_integratedGenerator' depends on axioms: [propext, Classical.choice, Quot.sound]
'CommutingGenerators.ordering_needed' depends on axioms: [propext, Classical.choice, Quot.sound]
```
